# The all-channel Dudarev energy (U/2) tr(DO − DODO) is unchanged when partial waves are mixed invertibly and the projectors are mixed so as to stay dual

## Does a +U energy depend on how the partial waves are combined?

I store the partial waves as the columns of one finite matrix Φ and the projectors as the columns of another, P, and I let a single invertible matrix M act on both: Φ becomes Φ M and P becomes P (Mᴴ)⁻¹. With a density matrix ρ, the occupancies are D = Pᴴ ρ P and the overlap is O = Φᴴ Φ.

I believe that tr((D O)^k) is then the same before and after for every k, and so is the Dudarev energy taken over all channels, (U/2) tr(DO − DODO), while tr(D − D²), which forgets the overlap, can change. Can this be made rigorous and checked by machine?

## The overlap turns the mixing into a similarity transformation

Yes. The choice that matters is how the projectors follow the partial waves. In the projector augmented-wave method Φ holds the all-electron partial waves of the correlated shell, the d shell for instance, and ρ is the density matrix of the smooth wave functions. Let S hold the smooth partners of the partial waves, mixed by the same M, with Pᴴ S = 1. If S becomes S M and the new projectors are combinations P K of the old ones, duality requires Kᴴ M = 1, so K = (Mᴴ)⁻¹.

Write P' = P (Mᴴ)⁻¹ and Φ' = Φ M, and let D' and O' be built from them. Since P'ᴴ = M⁻¹ Pᴴ,

    D' = M⁻¹ D (Mᴴ)⁻¹
    O' = Mᴴ O M
    D' O' = M⁻¹ (D O) M

In a power of D'O' the inner factors M M⁻¹ cancel, and the trace is cyclic:

    (D' O')^k = M⁻¹ (D O)^k M
    tr((D' O')^k) = tr((D O)^k M M⁻¹) = tr((D O)^k)

The difference of the cases k = 1 and k = 2, times U/2, is the Dudarev energy.

The on-site density operator A = Φ D Φᴴ shows the physics behind this. It does not change at all:

    Φ' D' Φ'ᴴ = Φ M M⁻¹ D (Mᴴ)⁻¹ Mᴴ Φᴴ = Φ D Φᴴ

For k ≥ 0, regrouping the factors and using cyclicity gives

    A^(k+1) = Φ (D O)^k D Φᴴ
    tr(A^(k+1)) = tr((D O)^k D Φᴴ Φ) = tr((D O)^(k+1))

The zeroth power is excluded because its trace counts dimensions, which may differ between the two spaces.

Without the overlap, take M = c·1 with c real and nonzero. Then D' = D/c², and

    tr(D' − D'²) = c⁻² tr D − c⁻⁴ tr D²

For a single projector with D = 1 and c = 2, the value goes from 0 to 1/4 − 1/16 = 3/16. Now suppose that tr(D − D²) were unchanged by every invertible M. With t = tr D and s = tr D², the choice c = 2 gives 15 s = 12 t, and c = 3 gives 80 s = 72 t. So s = 4t/5 and s = 9t/10, which forces t = 0. For a positive semidefinite ρ that would mean D = 0, an empty site.

**A two-channel instance.** Take P = Φ = 1, ρ = diag(1, 1/2) and M = [[1, 1], [0, 1]], with matrices written row by row. Initially D = ρ and O = 1, so tr(DO − DODO) = 3/2 − 5/4 = 1/4. After mixing,

    D' = [[3/2, −1/2], [−1/2, 1/2]]
    O' = [[1, 1], [1, 2]]
    D' O' = [[1, 1/2], [0, 1/2]]

The traces of D'O' and its square are again 3/2 and 5/4, so the energy stays at U/8. The functional without overlap moves from 1/4 to 2 − 3 = −1.

**A singular M.** Take one channel with P = Φ = 1, ρ = 1/2 and M = 0. The new partial wave vanishes, so O' = 0 whatever projector accompanies it. Then tr(DO) drops from 1/2 to 0 and tr(DO − DODO) from 1/4 to 0.

Here is the complete Lean file.

```lean
import Mathlib

open Matrix

namespace PAWHubbardMixing

noncomputable section

variable {G R N : Type*} [Fintype G] [Fintype R] [Fintype N] [DecidableEq N]

/-- The on-site occupancy matrix `D = Pᴴ ρ P`, with the projectors as columns of `P`. -/
def occupancy (ρ : Matrix G G ℂ) (P : Matrix G N ℂ) : Matrix N N ℂ := Pᴴ * ρ * P

/-- The overlap matrix `O = Φᴴ Φ` of the partial waves, the columns of `Φ`. -/
def overlap (Φ : Matrix R N ℂ) : Matrix N N ℂ := Φᴴ * Φ

/-- The projectors `P (Mᴴ)⁻¹` that accompany the mixed partial waves `Φ M`,
for an invertible mixing matrix `M`. -/
def mixProjectors (P : Matrix G N ℂ) (M : Matrix N N ℂ) : Matrix G N ℂ := P * (Mᴴ)⁻¹

/-- The on-site density operator `Φ D Φᴴ` built from the partial waves. -/
def onsiteOperator (ρ : Matrix G G ℂ) (P : Matrix G N ℂ) (Φ : Matrix R N ℂ) :
    Matrix R R ℂ := Φ * occupancy ρ P * Φᴴ

/-- The Dudarev energy `(U/2) tr(DO - DODO)` for occupancies `D` and overlap `O`. -/
def dudarevEnergy (U : ℝ) (D O : Matrix N N ℂ) : ℂ :=
  (U / 2 : ℂ) * trace (D * O - D * O * D * O)

/-- The functional `tr(D - D²)`, in which the overlap is left out. -/
def bareFunctional (D : Matrix N N ℂ) : ℂ := trace (D - D * D)

/-- If the projectors are dual to the smooth partial waves `S`, then for invertible `M` the mixed
projectors are dual to the mixed waves `S M`. -/
theorem duality_preserved (P S : Matrix G N ℂ) (M : Matrix N N ℂ)
    (hM : IsUnit M.det) (hPS : Pᴴ * S = 1) :
    (mixProjectors P M)ᴴ * (S * M) = 1 := by
  calc (mixProjectors P M)ᴴ * (S * M) = M⁻¹ * (Pᴴ * S) * M := by
        simp only [mixProjectors, conjTranspose_mul, conjTranspose_nonsing_inv,
          conjTranspose_conjTranspose, Matrix.mul_assoc]
    _ = 1 := by rw [hPS, Matrix.mul_one, nonsing_inv_mul M hM]

/-- The original occupancies are recovered from the mixed ones `D'` as `M D' Mᴴ`. -/
theorem occupancy_unmix (ρ : Matrix G G ℂ) (P : Matrix G N ℂ) (M : Matrix N N ℂ)
    (hM : IsUnit M.det) :
    M * occupancy ρ (mixProjectors P M) * Mᴴ = occupancy ρ P := by
  have h : (Mᴴ)⁻¹ * Mᴴ = 1 := by
    rw [← conjTranspose_nonsing_inv, ← conjTranspose_mul, mul_nonsing_inv M hM,
      conjTranspose_one]
  calc M * occupancy ρ (mixProjectors P M) * Mᴴ
      = (M * M⁻¹) * (Pᴴ * ρ * P) * ((Mᴴ)⁻¹ * Mᴴ) := by
        simp only [occupancy, mixProjectors, conjTranspose_mul, conjTranspose_nonsing_inv,
          conjTranspose_conjTranspose, Matrix.mul_assoc]
    _ = occupancy ρ P := by
        rw [h, mul_nonsing_inv M hM, Matrix.one_mul, Matrix.mul_one, occupancy]

/-- Mixing the partial waves and projectors changes `D O` by a similarity transformation. -/
theorem product_similar (ρ : Matrix G G ℂ) (P : Matrix G N ℂ) (Φ : Matrix R N ℂ)
    (M : Matrix N N ℂ) (hM : IsUnit M.det) :
    occupancy ρ (mixProjectors P M) * overlap (Φ * M)
      = M⁻¹ * (occupancy ρ P * overlap Φ) * M := by
  rw [← occupancy_unmix ρ P M hM]
  symm
  calc M⁻¹ * (M * occupancy ρ (mixProjectors P M) * Mᴴ * overlap Φ) * M
      = (M⁻¹ * M) * (occupancy ρ (mixProjectors P M) * overlap (Φ * M)) := by
        simp only [overlap, conjTranspose_mul, Matrix.mul_assoc]
    _ = _ := by rw [nonsing_inv_mul M hM, Matrix.one_mul]

/-- The trace of every power of `D O` is unchanged by an invertible mixing of the
partial waves and the accompanying mixing of the projectors. -/
theorem trace_pow_invariant (ρ : Matrix G G ℂ) (P : Matrix G N ℂ) (Φ : Matrix R N ℂ)
    (M : Matrix N N ℂ) (hM : IsUnit M.det) (k : ℕ) :
    trace ((occupancy ρ (mixProjectors P M) * overlap (Φ * M)) ^ k)
      = trace ((occupancy ρ P * overlap Φ) ^ k) := by
  rw [product_similar ρ P Φ M hM]
  generalize occupancy ρ P * overlap Φ = X
  -- the inner factors `M M⁻¹` cancel in every power
  have hpow : (M⁻¹ * X * M) ^ k = M⁻¹ * X ^ k * M := by
    induction k with
    | zero => rw [pow_zero, pow_zero, Matrix.mul_one, nonsing_inv_mul M hM]
    | succ k ih =>
      calc (M⁻¹ * X * M) ^ (k + 1) = M⁻¹ * X ^ k * M * (M⁻¹ * X * M) := by
            rw [pow_succ, ih]
        _ = M⁻¹ * X ^ k * (M * M⁻¹) * X * M := by simp only [Matrix.mul_assoc]
        _ = M⁻¹ * X ^ (k + 1) * M := by
            rw [mul_nonsing_inv M hM, Matrix.mul_one, pow_succ, Matrix.mul_assoc M⁻¹]
  rw [hpow, trace_mul_cycle, mul_nonsing_inv M hM, Matrix.one_mul]

/-- The Dudarev energy with the overlap included is unchanged by the mixing. -/
theorem dudarevEnergy_invariant (U : ℝ) (ρ : Matrix G G ℂ) (P : Matrix G N ℂ)
    (Φ : Matrix R N ℂ) (M : Matrix N N ℂ) (hM : IsUnit M.det) :
    dudarevEnergy U (occupancy ρ (mixProjectors P M)) (overlap (Φ * M))
      = dudarevEnergy U (occupancy ρ P) (overlap Φ) := by
  have h : ∀ D O : Matrix N N ℂ, trace (D * O - D * O * D * O)
      = trace ((D * O) ^ 1) - trace ((D * O) ^ 2) := by
    intro D O
    rw [trace_sub, pow_one, pow_two, ← Matrix.mul_assoc]
  unfold dudarevEnergy
  rw [h, h, trace_pow_invariant ρ P Φ M hM, trace_pow_invariant ρ P Φ M hM]

omit [Fintype R] in
/-- The on-site density operator `Φ D Φᴴ` is itself unchanged by the mixing. -/
theorem onsiteOperator_invariant (ρ : Matrix G G ℂ) (P : Matrix G N ℂ)
    (Φ : Matrix R N ℂ) (M : Matrix N N ℂ) (hM : IsUnit M.det) :
    onsiteOperator ρ (mixProjectors P M) (Φ * M) = onsiteOperator ρ P Φ := by
  unfold onsiteOperator
  rw [← occupancy_unmix ρ P M hM]
  simp only [conjTranspose_mul, Matrix.mul_assoc]

/-- Every positive power of the on-site density operator has the same trace as that
power of `D O`. -/
theorem trace_pow_onsiteOperator [DecidableEq R] (ρ : Matrix G G ℂ) (P : Matrix G N ℂ)
    (Φ : Matrix R N ℂ) (k : ℕ) :
    trace (onsiteOperator ρ P Φ ^ (k + 1))
      = trace ((occupancy ρ P * overlap Φ) ^ (k + 1)) := by
  unfold onsiteOperator
  generalize occupancy ρ P = D
  have h : (Φ * D * Φᴴ) ^ (k + 1) = Φ * ((D * overlap Φ) ^ k * D * Φᴴ) := by
    induction k with
    | zero => rw [zero_add, pow_one, pow_zero, Matrix.one_mul, Matrix.mul_assoc]
    | succ k ih =>
      rw [pow_succ _ (k + 1), ih, pow_succ _ k]
      simp only [overlap, Matrix.mul_assoc]
  rw [h, trace_mul_comm, pow_succ]
  simp only [overlap, Matrix.mul_assoc]

/-- Rescaling all partial waves by a real `c ≠ 0` turns `tr(D - D²)` into
`c⁻² tr D - c⁻⁴ tr D²`. -/
theorem bareFunctional_rescale (ρ : Matrix G G ℂ) (P : Matrix G N ℂ) (c : ℝ)
    (hc : c ≠ 0) :
    bareFunctional (occupancy ρ (mixProjectors P ((c : ℂ) • (1 : Matrix N N ℂ))))
      = ((c : ℂ) ^ 2)⁻¹ * trace (occupancy ρ P)
        - (((c : ℂ) ^ 2)⁻¹) ^ 2 * trace (occupancy ρ P * occupancy ρ P) := by
  have hc' : (c : ℂ) ≠ 0 := Complex.ofReal_ne_zero.mpr hc
  have hM : IsUnit ((c : ℂ) • (1 : Matrix N N ℂ)).det := by
    rw [det_smul, det_one, mul_one]
    exact (isUnit_iff_ne_zero.mpr hc').pow _
  have hstar : star (c : ℂ) = c := Complex.conj_ofReal c
  -- the occupancies are divided by `c²`
  have key : occupancy ρ (mixProjectors P ((c : ℂ) • (1 : Matrix N N ℂ)))
      = ((c : ℂ) ^ 2)⁻¹ • occupancy ρ P := by
    have h := occupancy_unmix ρ P _ hM
    generalize occupancy ρ (mixProjectors P ((c : ℂ) • (1 : Matrix N N ℂ))) = D' at h ⊢
    have hone : ((c : ℂ) ^ 2)⁻¹ * (c * c) = 1 := by
      rw [← pow_two]
      exact inv_mul_cancel₀ (pow_ne_zero 2 hc')
    rw [← h]
    simp only [conjTranspose_smul, conjTranspose_one, hstar, Matrix.smul_mul,
      Matrix.mul_smul, Matrix.one_mul, Matrix.mul_one, smul_smul]
    rw [hone, one_smul]
  unfold bareFunctional
  rw [key]
  simp only [trace_sub, Matrix.smul_mul, Matrix.mul_smul, trace_smul, smul_eq_mul]
  ring

/-- With one projector and `ρ = P = 1`, doubling the partial wave changes `tr(D - D²)`
from `0` to `3/16`. -/
theorem bareFunctional_scalar_example :
    bareFunctional (occupancy (1 : Matrix (Fin 1) (Fin 1) ℂ)
      (1 : Matrix (Fin 1) (Fin 1) ℂ)) = 0 ∧
    bareFunctional (occupancy (1 : Matrix (Fin 1) (Fin 1) ℂ)
      (mixProjectors (1 : Matrix (Fin 1) (Fin 1) ℂ)
        (((2 : ℝ) : ℂ) • (1 : Matrix (Fin 1) (Fin 1) ℂ)))) = 3 / 16 := by
  constructor
  · simp [bareFunctional, occupancy]
  · rw [bareFunctional_rescale _ _ 2 two_ne_zero]
    norm_num [occupancy, trace_one]

/-- If `tr(D - D²)` is unchanged by every invertible mixing, then `tr D = 0`. -/
theorem trace_eq_zero_of_bareFunctional_invariant (ρ : Matrix G G ℂ) (P : Matrix G N ℂ)
    (h : ∀ M : Matrix N N ℂ, IsUnit M.det →
      bareFunctional (occupancy ρ (mixProjectors P M)) = bareFunctional (occupancy ρ P)) :
    trace (occupancy ρ P) = 0 := by
  have hs : ∀ c : ℝ, c ≠ 0 → IsUnit ((c : ℂ) • (1 : Matrix N N ℂ)).det := by
    intro c hc
    rw [det_smul, det_one, mul_one]
    exact (isUnit_iff_ne_zero.mpr (Complex.ofReal_ne_zero.mpr hc)).pow _
  -- two rescalings give two independent linear equations for `tr D` and `tr D²`
  have h2 := h _ (hs 2 two_ne_zero)
  have h3 := h _ (hs 3 three_ne_zero)
  rw [bareFunctional_rescale _ _ _ two_ne_zero, bareFunctional, trace_sub] at h2
  rw [bareFunctional_rescale _ _ _ three_ne_zero, bareFunctional, trace_sub] at h3
  push_cast at h2 h3
  linear_combination (32 / 3) * h2 - (81 / 8) * h3

end

end PAWHubbardMixing
```

```lean
#print axioms PAWHubbardMixing.dudarevEnergy_invariant
#print axioms PAWHubbardMixing.trace_pow_onsiteOperator
#print axioms PAWHubbardMixing.bareFunctional_scalar_example
#print axioms PAWHubbardMixing.trace_eq_zero_of_bareFunctional_invariant
```

```
'PAWHubbardMixing.dudarevEnergy_invariant' depends on axioms: [propext, Classical.choice, Quot.sound]
'PAWHubbardMixing.trace_pow_onsiteOperator' depends on axioms: [propext, Classical.choice, Quot.sound]
'PAWHubbardMixing.bareFunctional_scalar_example' depends on axioms: [propext, Classical.choice, Quot.sound]
'PAWHubbardMixing.trace_eq_zero_of_bareFunctional_invariant' depends on axioms: [propext, Classical.choice, Quot.sound]
```

**How the statements read.** The finite index types are `G` for the basis in which ρ and the projectors are written, `R` for the basis of the partial waves, and `N` for the channels. The symbol ᴴ is the conjugate transpose, and `IsUnit M.det` says that M is invertible. The definitions `occupancy`, `overlap` and `onsiteOperator` are D, O and A, and `mixProjectors P M` is P'.

`trace_pow_invariant` states the main result for every natural number k, and `dudarevEnergy_invariant` states it for the energy. Neither assumes that the partial waves are normalised or that ρ is Hermitian. For a non-Hermitian ρ the energy can be complex, and it is typed as a complex number. Nor do they assume duality, which appears only in `duality_preserved`: if Pᴴ S = 1, the mixed projectors are dual to S M.

The real number `U` is postulated; it stands for the effective on-site repulsion and is held fixed during the mixing. The energy is for one site and one spin channel, without double-counting terms beyond this expression. The overlap is a plain finite sum, so any quadrature weights must be absorbed into Φ.

The product D O keeps all channels of the correlated shell, radial functions included, and M mixes only these. A code that first sums over radial functions to obtain an occupation matrix in the magnetic quantum numbers alone has, in general, a different quadratic term, and these theorems do not address it.

For +U calculations with projector augmented waves, the result means that, in this finite-basis model, an invertible rescaling or orthogonalisation of the partial waves leaves this all-channel energy alone, provided that the projectors are transformed along with them and the overlap is kept.

**How the proof runs.** `occupancy_unmix` proves D = M D' Mᴴ, the first transformation rule solved for D. `product_similar` substitutes this into M⁻¹ (D O) M; the leading M⁻¹ M cancels, and Mᴴ O M is recognised as O'.

`trace_pow_invariant` then replaces D O by an arbitrary matrix X and proves (M⁻¹ X M)^k = M⁻¹ X^k M by induction on k. The cyclic step is `trace_mul_cycle`, after which M M⁻¹ = 1 finishes the argument. `dudarevEnergy_invariant` writes the energy's trace as the first-power trace minus the second-power trace and applies the theorem to each.

For the on-site operator, `onsiteOperator_invariant` uses D = M D' Mᴴ again and absorbs M and Mᴴ into the mixed partial waves. `trace_pow_onsiteOperator` obtains the formula for A^(k+1) by induction and moves Φ around the trace with `trace_mul_comm`.

`bareFunctional_rescale` specialises `occupancy_unmix` to M = c·1, which gives D' = D/c², and expands the trace. `bareFunctional_scalar_example` evaluates it for the one-channel case. In `trace_eq_zero_of_bareFunctional_invariant`, the hypotheses `h2` and `h3` are the equations for c = 2 and c = 3, and `linear_combination` eliminates tr D² between them, leaving tr D = 0.
